# An even function has opposite gradients at opposite points, where it is differentiable

Let `u` be a real-valued function on a real Hilbert space, of finite or infinite dimension, with `u (-r) = u r` for every `r`. The lemma states that if `u` is differentiable at a point `r`, then its gradient at `-r` is minus its gradient at `r`. If `u` is read as a potential energy, the force at `-r` is thus opposite to the force at `r`. The attempt applies the chain rule to `u` composed with negation at `-r`, then tries to identify the composite with `u` and its derivative with the one given by `-gradient u r`.

The first attempt, which Lean rejects:

```lean
import Mathlib

open Finset

namespace TranscorrelatedGradientSquare

noncomputable section

variable {E : Type*} [NormedAddCommGroup E] [InnerProductSpace ℝ E] {N : ℕ}

variable [CompleteSpace E]

/-- If an even function `u` is differentiable at `r`, its gradient at `-r` is minus its gradient at
`r`. -/
theorem gradient_neg_of_even {u : E → ℝ} (hu : ∀ r, u (-r) = u r) {r : E}
    (hd : DifferentiableAt ℝ u r) : gradient u (-r) = -gradient u r := by
  have h : HasFDerivAt u (InnerProductSpace.toDual ℝ E (gradient u r)) (-(-r)) := by
    rw [neg_neg]
    exact hd.hasGradientAt.hasFDerivAt
  have h2 := h.comp (-r) (hasFDerivAt_id (-r)).neg
  have e : u ∘ (-id) = u := funext fun s => hu s
  have h3 : HasGradientAt u (-gradient u r) (-r) := by
    rw [hasGradientAt_iff_hasFDerivAt]
    convert h2 using 1
    · exact e.symm
    · ext v
      simp
  exact h3.gradient

end

end TranscorrelatedGradientSquare
```

The error:

```
Main.lean:25:6: error: Type mismatch
  Eq.symm e
has type
  Eq.{u_1 + 1} u (u ∘ (-id))
but is expected to have type
  Eq.{1} Real.instRCLike.toDivisionRing.toAddCommGroup Real.normedAddCommGroup.toAddCommGroup
Main.lean:22:52: error: unsolved goals
case e'_11
E : Type u_1
inst✝² : NormedAddCommGroup E
inst✝¹ : InnerProductSpace ℝ E
inst✝ : CompleteSpace E
u : E → ℝ
hu : ∀ (r : E), u (-r) = u r
r : E
hd : DifferentiableAt ℝ u r
h : HasFDerivAt u ((InnerProductSpace.toDual ℝ E) (gradient u r)) (- -r)
h2 : HasFDerivAt (u ∘ Neg.neg) ((InnerProductSpace.toDual ℝ E) (gradient u r) ∘SL (-ContinuousLinearMap.id ℝ E)) (-r)
e : u ∘ (-id) = u
⊢ u = u ∘ Neg.neg

case e'_12
E : Type u_1
inst✝² : NormedAddCommGroup E
inst✝¹ : InnerProductSpace ℝ E
inst✝ : CompleteSpace E
u : E → ℝ
hu : ∀ (r : E), u (-r) = u r
r : E
hd : DifferentiableAt ℝ u r
h : HasFDerivAt u ((InnerProductSpace.toDual ℝ E) (gradient u r)) (- -r)
h2 : HasFDerivAt (u ∘ Neg.neg) ((InnerProductSpace.toDual ℝ E) (gradient u r) ∘SL (-ContinuousLinearMap.id ℝ E)) (-r)
e : u ∘ (-id) = u
e_8✝ : Real.instRCLike.toDivisionRing.toAddCommGroup = Real.normedAddCommGroup.toAddCommGroup
he✝ : Semiring.toModule = RCLike.toInnerProductSpaceReal.toModule
⊢ (InnerProductSpace.toDual ℝ E) (-gradient u r) =
    (InnerProductSpace.toDual ℝ E) (gradient u r) ∘SL (-ContinuousLinearMap.id ℝ E)
```

Lean accepts the file once it reads:

```diff
@@ -18,12 +18,15 @@
     rw [neg_neg]
     exact hd.hasGradientAt.hasFDerivAt
-  have h2 := h.comp (-r) (hasFDerivAt_id (-r)).neg
-  have e : u ∘ (-id) = u := funext fun s => hu s
+  have h2 : HasFDerivAt (fun s => u (-s))
+      ((InnerProductSpace.toDual ℝ E (gradient u r)).comp (-(ContinuousLinearMap.id ℝ E)))
+      (-r) := h.comp (-r) (hasFDerivAt_id (-r)).neg
+  have e : (fun s => u (-s)) = u := funext hu
+  rw [e] at h2
+  have eL : InnerProductSpace.toDual ℝ E (-gradient u r)
+      = (InnerProductSpace.toDual ℝ E (gradient u r)).comp (-(ContinuousLinearMap.id ℝ E)) :=
+    ContinuousLinearMap.ext fun v => by simp
   have h3 : HasGradientAt u (-gradient u r) (-r) := by
-    rw [hasGradientAt_iff_hasFDerivAt]
-    convert h2 using 1
-    · exact e.symm
-    · ext v
-      simp
+    rw [hasGradientAt_iff_hasFDerivAt, eL]
+    exact h2
   exact h3.gradient
 
```

Cause. The proof expects `convert h2 using 1` to leave two goals, one for the functions and one for the derivatives. But the goal and `h2` reach the additive group structure on ℝ by different instance paths, and `convert` makes their equality a goal too. That goal comes first, so `exact e.symm`, an equality of functions, has the wrong type. The second bullet is also spent on another goal, since the second message shows both intended equalities still unproved.

The repair does without `convert`. The type given to `h2` writes its function as `fun s => u (-s)`, the form in the new `e`, so `rw [e] at h2` can turn it into `u`. The equality `eL` proves that the two derivatives agree, and rewriting with it puts the goal's derivative in the form found in `h2`. Then `exact h2` succeeds, because the remaining differences between instances hold by definition and Lean checks them by unfolding.
